# The matrix self-consistent Born iteration converges from zero when H is Hermitian, Im z > 0 and Σₐ‖Wₐ‖² < (Im z)²

All matrices here are complex, square and of finite size, † is the conjugate transpose, and ‖·‖ is the operator norm that belongs to the Euclidean length of vectors. A matrix G is called causal if (G − G†)/(2i) is negative semidefinite, the sign carried by a retarded Green's function.

```lean
import Mathlib

open Matrix Filter Topology
open scoped ComplexOrder Matrix.Norms.L2Operator

namespace MatrixSCBA

noncomputable section

variable {n ι : Type*} [Fintype n] [DecidableEq n] [Fintype ι]

/-- A column of amplitudes as a vector of the Hilbert space. -/
abbrev ket (x : n → ℂ) : EuclideanSpace ℂ n := WithLp.toLp 2 x

/-- A matrix Green's function is causal if `i (G - G†) / 2` is positive semidefinite, that is,
`(G - G†) / (2i)` is negative semidefinite. -/
def IsCausal (G : Matrix n n ℂ) : Prop := ((Complex.I / 2) • (G - Gᴴ)).PosSemidef

/-- The Born self-energy `∑ W_a G W_a†`. -/
def selfEnergy (W : ι → Matrix n n ℂ) (G : Matrix n n ℂ) : Matrix n n ℂ :=
  ∑ a, W a * G * (W a)ᴴ

/-- The inverse propagator `z - H - ∑ W_a G W_a†`. -/
def invProp (H : Matrix n n ℂ) (W : ι → Matrix n n ℂ) (z : ℂ) (G : Matrix n n ℂ) :
    Matrix n n ℂ := z • (1 : Matrix n n ℂ) - H - selfEnergy W G

/-- One self-consistency update `G ↦ (z - H - ∑ W_a G W_a†)⁻¹`. -/
def update (H : Matrix n n ℂ) (W : ι → Matrix n n ℂ) (z : ℂ) (G : Matrix n n ℂ) :
    Matrix n n ℂ := (invProp H W z G)⁻¹

/-- The self-consistent iteration started from the seed `G₀`. -/
def iter (H : Matrix n n ℂ) (W : ι → Matrix n n ℂ) (z : ℂ) (G₀ : Matrix n n ℂ) :
    ℕ → Matrix n n ℂ
  | 0 => G₀
  | k + 1 => update H W z (iter H W z G₀ k)

omit [DecidableEq n] in
/-- The expectation value of `A†` is the complex conjugate of that of `A`. -/
lemma form_conjTranspose (A : Matrix n n ℂ) (x : n → ℂ) :
    star x ⬝ᵥ Aᴴ *ᵥ x = star (star x ⬝ᵥ A *ᵥ x) := by
  rw [Matrix.dotProduct_mulVec, ← Matrix.star_mulVec]
  simp only [dotProduct, star_sum, star_mul', Pi.star_apply, star_star]
  exact Finset.sum_congr rfl fun i _ => mul_comm _ _

omit [DecidableEq n] in
/-- A matrix is causal exactly when all its expectation values have imaginary part `≤ 0`. -/
theorem isCausal_iff (G : Matrix n n ℂ) :
    IsCausal G ↔ ∀ x : n → ℂ, (star x ⬝ᵥ G *ᵥ x).im ≤ 0 := by
  have key : ∀ x : n → ℂ, star x ⬝ᵥ ((Complex.I / 2) • (G - Gᴴ)) *ᵥ x
      = ((-(star x ⬝ᵥ G *ᵥ x).im : ℝ) : ℂ) := by
    intro x
    have hc : (star x ⬝ᵥ G *ᵥ x) - star (star x ⬝ᵥ G *ᵥ x)
        = ((2 * (star x ⬝ᵥ G *ᵥ x).im : ℝ) : ℂ) * Complex.I := Complex.sub_conj _
    rw [Matrix.smul_mulVec, Matrix.sub_mulVec, dotProduct_smul, dotProduct_sub,
      form_conjTranspose, smul_eq_mul, hc]
    push_cast
    linear_combination ((star x ⬝ᵥ G *ᵥ x).im : ℂ) * Complex.I_sq
  rw [IsCausal, Matrix.posSemidef_iff_dotProduct_mulVec]
  constructor
  · intro h x
    have hx := h.2 x
    rw [key] at hx
    linarith [Complex.zero_le_real.1 hx]
  · intro h
    refine ⟨?_, fun x => ?_⟩
    · have hs : star (Complex.I / 2) = -(Complex.I / 2) := by simp [neg_div]
      rw [Matrix.IsHermitian, conjTranspose_smul, conjTranspose_sub,
        conjTranspose_conjTranspose, hs]
      module
    · rw [key]
      exact Complex.zero_le_real.2 (by linarith [h x])

omit [DecidableEq n] in
/-- The Born self-energy of a causal Green's function is causal. -/
theorem selfEnergy_causal (W : ι → Matrix n n ℂ) {G : Matrix n n ℂ} (hG : IsCausal G) :
    IsCausal (selfEnergy W G) := by
  rw [isCausal_iff] at hG
  refine Finset.sum_induction _ IsCausal (fun A B hA hB => ?_) ?_ (fun a _ => ?_)
  · rw [isCausal_iff] at *
    intro x
    rw [Matrix.add_mulVec, dotProduct_add, Complex.add_im]
    linarith [hA x, hB x]
  · rw [isCausal_iff]
    intro x
    simp
  · rw [isCausal_iff]
    intro x
    have e : star x ⬝ᵥ (W a * G * (W a)ᴴ) *ᵥ x
        = star ((W a)ᴴ *ᵥ x) ⬝ᵥ G *ᵥ ((W a)ᴴ *ᵥ x) := by
      rw [Matrix.star_mulVec, conjTranspose_conjTranspose, ← Matrix.dotProduct_mulVec]
      simp only [Matrix.mulVec_mulVec, mul_assoc]
    rw [e]
    exact hG _

omit [DecidableEq n] in
/-- The matrix product `x† y` is the Hilbert-space inner product. -/
lemma form_eq_inner (x y : n → ℂ) : star x ⬝ᵥ y = inner ℂ (ket x) (ket y) := by
  simp [PiLp.inner_apply, dotProduct, mul_comm]

/-- If `Im ⟨x, A x⟩ ≥ η ‖x‖²` with `η > 0`, then `A` is invertible, its inverse has norm at
most `1/η`, and the inverse is causal. -/
theorem inverse_of_damping {A : Matrix n n ℂ} {η : ℝ} (hη : 0 < η)
    (h : ∀ x : n → ℂ, η * ‖ket x‖ ^ 2 ≤ (star x ⬝ᵥ A *ᵥ x).im) :
    IsUnit A ∧ ‖A⁻¹‖ ≤ 1 / η ∧ IsCausal A⁻¹ := by
  -- Cauchy-Schwarz turns the damping into a lower bound on `‖A x‖`
  have low : ∀ x : n → ℂ, η * ‖ket x‖ ≤ ‖ket (A *ᵥ x)‖ := by
    intro x
    have h1 := h x
    have h2 : (star x ⬝ᵥ A *ᵥ x).im ≤ ‖ket x‖ * ‖ket (A *ᵥ x)‖ := by
      rw [form_eq_inner]
      exact (le_abs_self _).trans
        ((Complex.abs_im_le_norm _).trans (norm_inner_le_norm _ _))
    rcases (norm_nonneg (ket x)).eq_or_lt with h0 | h0
    · rw [← h0, mul_zero]
      exact norm_nonneg _
    · exact le_of_mul_le_mul_left (by nlinarith :
        ‖ket x‖ * (η * ‖ket x‖) ≤ ‖ket x‖ * ‖ket (A *ᵥ x)‖) h0
  have hA : IsUnit A := by
    refine Matrix.mulVec_injective_iff_isUnit.1 fun x y hxy => ?_
    have h0 : A *ᵥ (x - y) = 0 := by
      rw [Matrix.mulVec_sub]
      exact sub_eq_zero.2 hxy
    have h1 := low (x - y)
    have e0 : ‖ket (0 : n → ℂ)‖ = 0 := by simp [ket]
    rw [h0, e0] at h1
    have h2 : ‖ket (x - y)‖ ≤ 0 :=
      le_of_mul_le_mul_left (by linarith : η * ‖ket (x - y)‖ ≤ η * 0) hη
    have h3 : ket (x - y) = 0 := norm_eq_zero.1 (le_antisymm h2 (norm_nonneg _))
    have h4 : x - y = 0 := congrArg WithLp.ofLp h3
    exact sub_eq_zero.1 h4
  have back : ∀ x : n → ℂ, A *ᵥ (A⁻¹ *ᵥ x) = x := fun x => by
    rw [Matrix.mulVec_mulVec,
      Matrix.mul_nonsing_inv _ ((Matrix.isUnit_iff_isUnit_det A).1 hA), Matrix.one_mulVec]
  refine ⟨hA, ?_, ?_⟩
  · have hb : ∀ x : n → ℂ, ‖ket (A⁻¹ *ᵥ x)‖ ≤ 1 / η * ‖ket x‖ := by
      intro x
      have h1 := low (A⁻¹ *ᵥ x)
      rw [back] at h1
      rw [one_div_mul_eq_div, le_div_iff₀ hη]
      linarith
    rw [Matrix.l2_opNorm_def]
    exact ContinuousLinearMap.opNorm_le_bound _ (by positivity) fun x => hb x.ofLp
  · rw [isCausal_iff]
    intro x
    have e : star x ⬝ᵥ A⁻¹ *ᵥ x = star (star (A⁻¹ *ᵥ x) ⬝ᵥ A *ᵥ (A⁻¹ *ᵥ x)) := by
      rw [← form_conjTranspose, Matrix.dotProduct_mulVec _ Aᴴ, ← Matrix.star_mulVec, back]
    have h1 := h (A⁻¹ *ᵥ x)
    have h2 : 0 ≤ η * ‖ket (A⁻¹ *ᵥ x)‖ ^ 2 := by positivity
    rw [e, Complex.star_def, Complex.conj_im]
    linarith

variable {H : Matrix n n ℂ} {W : ι → Matrix n n ℂ} {z : ℂ}

/-- For Hermitian `H`, `Im z > 0` and causal `G`, the inverse propagator is invertible, and the
updated Green's function is causal with norm at most `1 / Im z`. -/
theorem update_causal (hH : H.IsHermitian) (hz : 0 < z.im) {G : Matrix n n ℂ}
    (hG : IsCausal G) : IsUnit (invProp H W z G) ∧ ‖update H W z G‖ ≤ 1 / z.im ∧
      IsCausal (update H W z G) := by
  refine inverse_of_damping hz fun x => ?_
  have hS := (isCausal_iff _).1 (selfEnergy_causal W hG) x
  have hHx : (star x ⬝ᵥ H *ᵥ x).im = 0 := by
    have h1 := form_conjTranspose H x
    rw [hH.eq] at h1
    exact Complex.conj_eq_iff_im.1 h1.symm
  have hx : star x ⬝ᵥ x = ((‖ket x‖ ^ 2 : ℝ) : ℂ) := by
    rw [form_eq_inner, inner_self_eq_norm_sq_to_K]
    exact (Complex.ofReal_pow _ _).symm
  rw [invProp, Matrix.sub_mulVec, Matrix.sub_mulVec, Matrix.smul_mulVec, Matrix.one_mulVec,
    dotProduct_sub, dotProduct_sub, dotProduct_smul, hx, smul_eq_mul, Complex.sub_im,
    Complex.sub_im, Complex.im_mul_ofReal, hHx]
  linarith

/-- For Hermitian `H` and `Im z > 0`, the update multiplies the distance between two causal matrices
by at most `∑ ‖W_a‖² / (Im z)²`. -/
theorem update_contracts (hH : H.IsHermitian) (hz : 0 < z.im) {G G' : Matrix n n ℂ}
    (hG : IsCausal G) (hG' : IsCausal G') :
    ‖update H W z G - update H W z G'‖ ≤ (∑ a, ‖W a‖ ^ 2) / z.im ^ 2 * ‖G - G'‖ := by
  obtain ⟨uA, bA, -⟩ := update_causal (W := W) hH hz hG
  obtain ⟨uB, bB, -⟩ := update_causal (W := W) hH hz hG'
  have hS : ‖selfEnergy W (G - G')‖ ≤ (∑ a, ‖W a‖ ^ 2) * ‖G - G'‖ := by
    rw [selfEnergy, Finset.sum_mul]
    refine (norm_sum_le _ _).trans (Finset.sum_le_sum fun a _ => ?_)
    calc ‖W a * (G - G') * (W a)ᴴ‖ ≤ ‖W a‖ * ‖G - G'‖ * ‖(W a)ᴴ‖ :=
          (norm_mul_le _ _).trans
            (mul_le_mul_of_nonneg_right (norm_mul_le _ _) (norm_nonneg _))
      _ = ‖W a‖ ^ 2 * ‖G - G'‖ := by rw [Matrix.l2_opNorm_conjTranspose]; ring
  -- resolvent identity
  have e : update H W z G - update H W z G'
      = update H W z G * selfEnergy W (G - G') * update H W z G' := by
    have d : selfEnergy W (G - G') = invProp H W z G' - invProp H W z G := by
      have d' : selfEnergy W (G - G') = selfEnergy W G - selfEnergy W G' := by
        simp only [selfEnergy, mul_sub, sub_mul, Finset.sum_sub_distrib]
      rw [d', invProp, invProp]
      abel
    rw [d, update, update, mul_sub, sub_mul, mul_assoc,
      Matrix.mul_nonsing_inv _ ((Matrix.isUnit_iff_isUnit_det _).1 uB),
      Matrix.nonsing_inv_mul _ ((Matrix.isUnit_iff_isUnit_det _).1 uA), mul_one, one_mul]
  rw [e]
  calc _ ≤ ‖update H W z G‖ * ‖selfEnergy W (G - G')‖ * ‖update H W z G'‖ :=
        (norm_mul_le _ _).trans
          (mul_le_mul_of_nonneg_right (norm_mul_le _ _) (norm_nonneg _))
    _ ≤ 1 / z.im * ((∑ a, ‖W a‖ ^ 2) * ‖G - G'‖) * (1 / z.im) := by gcongr
    _ = _ := by ring

/-- If `H` is Hermitian and `Im z > 0`, every iterate grown from a causal seed is causal. -/
theorem iter_causal (hH : H.IsHermitian) (hz : 0 < z.im) {G₀ : Matrix n n ℂ}
    (h₀ : IsCausal G₀) (k : ℕ) : IsCausal (iter H W z G₀ k) := by
  induction k with
  | zero => exact h₀
  | succ k ih => exact (update_causal hH hz ih).2.2

/-- Matrix self-consistent Born approximation: if `H` is Hermitian, `Im z > 0` and `∑ ‖W_a‖² < (Im
z)²`, there is exactly one causal solution `G`, and from every causal seed the iteration is well
defined and converges to `G`. -/
theorem scba_converges_from_causal_seed (hH : H.IsHermitian) (hz : 0 < z.im)
    (hW : ∑ a, ‖W a‖ ^ 2 < z.im ^ 2) :
    ∃ G, (IsCausal G ∧ IsUnit (invProp H W z G) ∧ G = (invProp H W z G)⁻¹) ∧
      (∀ G', IsCausal G' → G' = (invProp H W z G')⁻¹ → G' = G) ∧
      ∀ G₀, IsCausal G₀ → (∀ k, IsUnit (invProp H W z (iter H W z G₀ k))) ∧
        Tendsto (iter H W z G₀) atTop (𝓝 G) := by
  have q0 : 0 ≤ (∑ a, ‖W a‖ ^ 2) / z.im ^ 2 := by positivity
  have q1 : (∑ a, ‖W a‖ ^ 2) / z.im ^ 2 < 1 := (div_lt_one (by positivity)).2 hW
  have con := fun (A B : Matrix n n ℂ) (hA : IsCausal A) (hB : IsCausal B) =>
    update_contracts (W := W) hH hz hA hB
  generalize (∑ a, ‖W a‖ ^ 2) / z.im ^ 2 = q at q0 q1 con
  have c0 : IsCausal (0 : Matrix n n ℂ) := (isCausal_iff _).2 fun x => by simp
  have cu := iter_causal (W := W) hH hz c0
  -- the iterates from zero form a Cauchy sequence
  have step : ∀ k, ‖iter H W z 0 k - iter H W z 0 (k + 1)‖
      ≤ ‖iter H W z 0 0 - iter H W z 0 1‖ * q ^ k := by
    intro k
    induction k with
    | zero => simp
    | succ k ih =>
      calc _ ≤ q * ‖iter H W z 0 k - iter H W z 0 (k + 1)‖ := con _ _ (cu k) (cu (k + 1))
        _ ≤ q * (‖iter H W z 0 0 - iter H W z 0 1‖ * q ^ k) := by gcongr
        _ = _ := by ring
  have : CompleteSpace (Matrix n n ℂ) := FiniteDimensional.complete ℂ _
  have hdist : ∀ k, dist (iter H W z 0 k) (iter H W z 0 (k + 1))
      ≤ ‖iter H W z 0 0 - iter H W z 0 1‖ * q ^ k := fun k => by
    rw [dist_eq_norm]
    exact step k
  have hcs : CauchySeq (iter H W z 0) :=
    cauchySeq_of_le_geometric q ‖iter H W z 0 0 - iter H W z 0 1‖ q1 hdist
  obtain ⟨G, hlim⟩ := cauchySeq_tendsto_of_complete hcs
  -- causality survives the limit
  have cG : IsCausal G := by
    rw [isCausal_iff]
    intro x
    have hc : Continuous fun M : Matrix n n ℂ => (star x ⬝ᵥ M *ᵥ x).im := by fun_prop
    exact le_of_tendsto ((hc.tendsto G).comp hlim)
      (Eventually.of_forall fun k => (isCausal_iff _).1 (cu k) x)
  have fix : G = update H W z G := by
    refine tendsto_nhds_unique (hlim.comp (tendsto_add_atTop_nat 1)) ?_
    rw [tendsto_iff_norm_sub_tendsto_zero]
    have hr := (tendsto_iff_norm_sub_tendsto_zero.1 hlim).const_mul q
    rw [mul_zero] at hr
    exact squeeze_zero (fun k => norm_nonneg _) (fun k => con _ _ (cu k) cG) hr
  refine ⟨G, ⟨cG, (update_causal hH hz cG).1, fix⟩, fun G' cG' fix' => ?_, fun G₀ h₀ =>
    ⟨fun k => (update_causal hH hz (iter_causal hH hz h₀ k)).1, ?_⟩⟩
  · have h1 := con G' G cG' cG
    rw [← fix, show update H W z G' = G' from fix'.symm] at h1
    have h2 : ‖G' - G‖ = 0 := by nlinarith [norm_nonneg (G' - G)]
    exact sub_eq_zero.1 (norm_eq_zero.1 h2)
  · -- the distance to the fixed point decays geometrically
    have rate : ∀ k, ‖iter H W z G₀ k - G‖ ≤ q ^ k * ‖G₀ - G‖ := by
      intro k
      induction k with
      | zero => simp [iter]
      | succ k ih =>
        have h1 := con _ _ (iter_causal (W := W) hH hz h₀ k) cG
        rw [← fix] at h1
        calc _ ≤ q * ‖iter H W z G₀ k - G‖ := h1
          _ ≤ q * (q ^ k * ‖G₀ - G‖) := by gcongr
          _ = _ := by ring
    rw [tendsto_iff_norm_sub_tendsto_zero]
    have hr := (tendsto_pow_atTop_nhds_zero_of_lt_one q0 q1).mul_const ‖G₀ - G‖
    rw [zero_mul] at hr
    exact squeeze_zero (fun k => norm_nonneg _) rate hr

/-- If `H` is Hermitian, `Im z > 0` and `∑ ‖W_a‖² < (Im z)²`, the iteration started from `G₀ = 0` is
well defined and converges to the unique causal solution of the self-consistency equation. -/
theorem scba_converges (hH : H.IsHermitian) (hz : 0 < z.im)
    (hW : ∑ a, ‖W a‖ ^ 2 < z.im ^ 2) :
    (∀ k, IsUnit (invProp H W z (iter H W z 0 k))) ∧
      ∃ G, Tendsto (iter H W z 0) atTop (𝓝 G) ∧
        ∀ G', (IsCausal G' ∧ G' = (invProp H W z G')⁻¹) ↔ G' = G := by
  obtain ⟨G, ⟨cG, -, fix⟩, uniq, conv⟩ := scba_converges_from_causal_seed hH hz hW
  obtain ⟨hu, hl⟩ := conv 0 ((isCausal_iff _).2 fun x => by simp)
  exact ⟨hu, G, hl, fun G' => ⟨fun h => uniq G' h.1 h.2, fun h => h ▸ ⟨cG, fix⟩⟩⟩

end

end MatrixSCBA
```

```lean
#print axioms MatrixSCBA.scba_converges_from_causal_seed
#print axioms MatrixSCBA.scba_converges
```

```
'MatrixSCBA.scba_converges_from_causal_seed' depends on axioms: [propext, Classical.choice, Quot.sound]
'MatrixSCBA.scba_converges' depends on axioms: [propext, Classical.choice, Quot.sound]
```

## The equation and its causal solution

Write η = Im z and define

S(G) = Σₐ Wₐ G Wₐ†

D(G) = z − H − S(G)

F(G) = D(G)⁻¹.

In the file these are `selfEnergy`, `invProp` and `update`. The iteration `iter` is Gₖ₊₁ = F(Gₖ) with a given seed G₀.

The theorem `scba_converges` takes H Hermitian (`hH`), η > 0 (`hz`) and Σₐ‖Wₐ‖² < η² (`hW`). It says that, from G₀ = 0, every D(Gₖ) is invertible and the iterates converge to a matrix G. This G is the one and only causal solution of G = F(G). The stronger `scba_converges_from_causal_seed` gives the same limit for every causal seed, and also states that D(G) is invertible. Invertibility is stated as `IsUnit` because Lean's matrix inverse returns zero for a singular matrix.

## Disorder, damping and the range of validity

H is the matrix of a one-particle Hamiltonian in a finite orthonormal basis, with index type `n`. The matrices Wₐ, labelled by the finite type `ι`, describe scattering. For example, a static random potential Σₐ ξₐWₐ, with Hermitian Wₐ and independent real ξₐ of mean zero and variance one, has S(G) as its Born self-energy, with G the averaged propagator. The result thus bears on disorder-averaged electronic structure for non-interacting electrons in a finite basis, at sufficiently large Im z.

The condition `hW` asks that the damping η exceed the scattering strength (Σₐ‖Wₐ‖²)^(1/2). It is sufficient for convergence; the theorem does not say what happens when it fails. In particular, the limit η → 0⁺ at fixed nonzero scattering is not covered. The self-energy at z is built from G at the same z, as for elastic scattering. How well the Born self-energy approximates the true disorder average is a separate question, and solutions that are not causal are not excluded.

## Causality keeps the denominator invertible

For a vector x put g = ⟨x, Gx⟩. Since ⟨x, G†x⟩ = g*,

⟨x, (i/2)(G − G†)x⟩ = (i/2)(g − g*) = −Im g.

Hence G is causal exactly when Im⟨x, Gx⟩ ≤ 0 for all x. This is `isCausal_iff`; the definition `IsCausal` uses the positive semidefinite matrix on the left.

Let G be causal. With yₐ = Wₐ†x,

Im⟨x, S(G)x⟩ = Σₐ Im⟨yₐ, Gyₐ⟩ ≤ 0,

so the self-energy is causal too (`selfEnergy_causal`). Because ⟨x, Hx⟩ is real,

Im⟨x, D(G)x⟩ = η‖x‖² − Im⟨x, S(G)x⟩ ≥ η‖x‖².

The lemma `inverse_of_damping` draws three conclusions from this bound. Write D for D(G). By Cauchy–Schwarz,

η‖x‖² ≤ |⟨x, Dx⟩| ≤ ‖x‖ ‖Dx‖, and therefore η‖x‖ ≤ ‖Dx‖.

If Dx = 0 then x = 0, so the finite square matrix D is invertible. Replacing x by D⁻¹x gives ‖D⁻¹x‖ ≤ ‖x‖/η, hence ‖D⁻¹‖ ≤ 1/η. Finally, with y = D⁻¹x,

Im⟨x, D⁻¹x⟩ = Im⟨Dy, y⟩ = −Im⟨y, Dy⟩ ≤ −η‖y‖² ≤ 0,

so D⁻¹ is causal. `update_causal` applies this to F(G), and induction in `iter_causal` carries causality through all the iterates. None of this needs `hW`, which enters below in the proofs of convergence and uniqueness.

## The update is a contraction

For causal G and G′, both denominators are invertible, and

F(G) − F(G′) = F(G)[D(G′) − D(G)]F(G′) = F(G) S(G − G′) F(G′).

Since ‖Wₐ†‖ = ‖Wₐ‖, the middle factor has norm at most Σₐ‖Wₐ‖² ‖G − G′‖. Each outer factor has norm at most 1/η. Therefore

‖F(G) − F(G′)‖ ≤ q‖G − G′‖, with q = Σₐ‖Wₐ‖²/η².

This is `update_contracts`, and `hW` says that q < 1.

Start from G₀ = 0, which is causal. Repeated use of the contraction gives

‖Gₖ − Gₖ₊₁‖ ≤ qᵏ‖G₀ − G₁‖.

Summing the geometric series, for m > k,

‖Gₖ − Gₘ‖ ≤ qᵏ‖G₀ − G₁‖/(1 − q).

The sequence is Cauchy and has a limit G; in the file, `cauchySeq_of_le_geometric` supplies the Cauchy property. For each x, Im⟨x, Gₖx⟩ ≤ 0 passes to the limit by continuity, so G is causal. Moreover,

‖Gₖ₊₁ − F(G)‖ ≤ q‖Gₖ − G‖ → 0,

while Gₖ₊₁ → G. Limits are unique, so G = F(G).

If G′ is another causal solution, then ‖G′ − G‖ ≤ q‖G′ − G‖, which forces G′ = G. For any causal seed, the same estimate against the fixed point gives

‖Gₖ − G‖ ≤ qᵏ‖G₀ − G‖ → 0.

## The update in a program

In a direct implementation, at each z, one can form S(Gₖ), subtract it from z − H, and obtain Gₖ₊₁ by factorising the result and solving against the identity. A natural quantity to monitor is the change ‖Gₖ₊₁ − Gₖ‖. In exact arithmetic and under the same hypotheses, the contraction estimate and the triangle inequality turn it into an error bound:

‖Gₖ₊₁ − G‖ ≤ q‖Gₖ₊₁ − Gₖ‖/(1 − q).

When z is changed in small steps, the converged G from the previous value is causal and can serve as the next seed.
